# Two-point extrapolation of $1/K$ in $1/L$ cannot exceed the bulk conductivity for independent phonon modes with suppression $1/(1+l_i/L)$

A slab of length $L$ between a hot and a cold reservoir has a lower effective thermal conductivity than the bulk crystal, because phonons whose mean free path is comparable to $L$ or longer are cut short at the ends. Direct molecular dynamics simulations reach only finite $L$, and a common remedy is to plot the resistivity $1/K$ against $x = 1/L$ and extend a straight line to $x = 0$. For finitely many independent modes, each suppressed by $1/(1 + l_i x)$, the line through two points gives a conductivity at or below the bulk value, and strictly below as soon as two mean free paths $l_i$ differ.

## Modes, resistivity and the secant

```lean
import Mathlib

open Finset

namespace SizeExtrapolation

noncomputable section

variable {ι : Type*} [Fintype ι]
```

The type `ι` is a finite set of mode labels $i$. A function `ι → ℝ` assigns one real number to each mode.

```lean
/-- Conductivity at inverse length `x = 1/L`: mode `i`, with bulk contribution `k i` and mean
free path `l i`, is suppressed by the factor `1 / (1 + l i * x)`. -/
def conductivity (k l : ι → ℝ) (x : ℝ) : ℝ := ∑ i, k i / (1 + l i * x)
```

Lean writes function application without brackets, so `k i` is $k_i$, the bulk contribution of mode $i$, and `l i` is its mean free path $l_i$. The definition reads
$$K(x) = \sum_i \frac{k_i}{1 + l_i x}, \qquad K(0) = \sum_i k_i .$$
The factor is postulated. It stands for Matthiessen's rule $1/l_i^{\mathrm{eff}} = 1/l_i + 1/L$, with a contribution proportional to $l_i^{\mathrm{eff}}$ and any common geometric constant absorbed into $L$. Modes conduct in parallel, each with its own fixed mean free path, so collective hydrodynamic flow lies beyond the model. Contact resistances and statistical noise are also left out.

```lean
/-- Thermal resistivity `1 / K(x)`. -/
def resistivity (k l : ι → ℝ) (x : ℝ) : ℝ := 1 / conductivity k l x
```

This is $R(x) = 1/K(x)$.

```lean
/-- Fraction of the conductivity at inverse length `x` carried by mode `i`. -/
def share (k l : ι → ℝ) (x : ℝ) (i : ι) : ℝ := k i / (1 + l i * x) / conductivity k l x
```

With the mode resistivity $r_i(x) = (1 + l_i x)/k_i$, the share of mode $i$ is $s_i(x) = 1/(r_i(x) K(x))$.

```lean
/-- Dissipation of a heat current divided among the modes in parts `w i`, each mode having
resistivity `(1 + l i * x) / k i`. -/
def dissipation (k l w : ι → ℝ) (x : ℝ) : ℝ := ∑ i, w i ^ 2 * ((1 + l i * x) / k i)
```

If a heat current is split into parts $w_i$, the dissipation is $D(w,x) = \sum_i w_i^2\, r_i(x)$. The name is borrowed from the Joule heat of resistors in parallel; steady heat conduction loses no energy but produces entropy.

```lean
/-- Squared deviation of the parts `w i` from the mode shares at `x`, weighted by the mode
resistivities. -/
def penalty (k l w : ι → ℝ) (x : ℝ) : ℝ :=
  ∑ i, (1 + l i * x) / k i * (w i - share k l x i) ^ 2
```

$P(w,x) = \sum_i r_i(x)\,(w_i - s_i(x))^2$ measures how far the split $w$ is from the actual shares $s(x)$.

```lean
/-- Value at `x = 0` of the straight line through `(x₁, f x₁)` and `(x₂, f x₂)`. -/
def secantIntercept (f : ℝ → ℝ) (x₁ x₂ : ℝ) : ℝ := f x₁ - x₁ * (f x₂ - f x₁) / (x₂ - x₁)
```

For any function $f$ this is $f(x_1) - x_1\,\frac{f(x_2) - f(x_1)}{x_2 - x_1}$. For $f = R$ call it $I$.

```lean
/-- Bulk conductivity estimated by extrapolating `1 / K` linearly from `x₁, x₂` to `x = 0`. -/
def extrapolated (k l : ι → ℝ) (x₁ x₂ : ℝ) : ℝ := 1 / secantIntercept (resistivity k l) x₁ x₂
```

The extrapolated conductivity is $K_{\mathrm{ext}} = 1/I$.

## The actual shares minimise the dissipation

```lean
variable {k l : ι → ℝ}

/-- The conductivity is positive at every inverse length `x ≥ 0`. -/
theorem conductivity_pos [Nonempty ι] (hk : ∀ i, 0 < k i) (hl : ∀ i, 0 ≤ l i) {x : ℝ}
    (hx : 0 ≤ x) : 0 < conductivity k l x :=
  sum_pos (fun i _ => div_pos (hk i) (by have := mul_nonneg (hl i) hx; linarith)) univ_nonempty
```

A theorem lists named hypotheses, then the claim after the colon, then the proof after `:=`. Here `hk` says $k_i > 0$ for all $i$, `hl` says $l_i \ge 0$, `hx` says $x \ge 0$, and `[Nonempty ι]` says that at least one mode exists. A mode with $l_i = 0$ is allowed by the hypotheses and is insensitive to $L$; since a contribution proportional to $l_i^{\mathrm{eff}}$ would vanish there, it should be read as the formal limit $l_i \ll L$ at fixed $k_i$ rather than as a physical phonon. Each term is positive since $1 + l_i x \ge 1$, so $K(x) > 0$. Lean sets $1/0 = 0$, and this positivity ensures that $R(x)$ is a true reciprocal.

```lean
/-- The weighted squared deviation from the mode shares is nonnegative. -/
theorem penalty_nonneg (hk : ∀ i, 0 < k i) (hl : ∀ i, 0 ≤ l i) (w : ι → ℝ) {x : ℝ}
    (hx : 0 ≤ x) : 0 ≤ penalty k l w x :=
  sum_nonneg fun i _ => mul_nonneg
    (div_nonneg (by have := mul_nonneg (hl i) hx; linarith) (hk i).le) (sq_nonneg _)
```

$P(w,x) \ge 0$ for every $w$, being a sum of squares with nonnegative weights.

```lean
/-- For a unit current divided among the modes, the dissipation exceeds the resistivity by the
weighted squared deviation from the mode shares. -/
theorem dissipation_excess [Nonempty ι] (hk : ∀ i, 0 < k i) (hl : ∀ i, 0 ≤ l i) {w : ι → ℝ}
    (hw : ∑ i, w i = 1) {x : ℝ} (hx : 0 ≤ x) :
    dissipation k l w x - resistivity k l x = penalty k l w x := by
  have hK := (conductivity_pos hk hl hx).ne'
  -- expand the square mode by mode
  have h : ∀ i, (1 + l i * x) / k i * (w i - share k l x i) ^ 2 =
      w i ^ 2 * ((1 + l i * x) / k i) - w i * (2 / conductivity k l x)
        + k i / (1 + l i * x) * (1 / conductivity k l x ^ 2) := by
    intro i
    have h0 := (hk i).ne'
    have h1 := (show 0 < 1 + l i * x by have := mul_nonneg (hl i) hx; linarith).ne'
    unfold share
    field_simp
    ring
  have e1 : ∑ i, w i * (2 / conductivity k l x) = 2 / conductivity k l x := by
    rw [← sum_mul, hw, one_mul]
  have e2 : ∑ i, k i / (1 + l i * x) * (1 / conductivity k l x ^ 2) =
      conductivity k l x * (1 / conductivity k l x ^ 2) := by
    rw [← sum_mul]; rfl
  have e3 : conductivity k l x * (1 / conductivity k l x ^ 2) = 1 / conductivity k l x := by
    field_simp
  unfold penalty dissipation resistivity
  rw [sum_congr rfl fun i _ => h i, sum_add_distrib, sum_sub_distrib, e1, e2, e3]
  ring
```

For a unit current, $\sum_i w_i = 1$ (hypothesis `hw`; the $w_i$ may have either sign), the claim is $D(w,x) - R(x) = P(w,x)$. Since $r_i s_i = 1/K$, each square expands as
$$r_i (w_i - s_i)^2 = r_i w_i^2 - \frac{2 w_i}{K} + \frac{1}{r_i K^2},$$
which is the step `h`, where `field_simp` clears denominators and `ring` checks the polynomial identity. Summing with $\sum_i w_i = 1$ (`e1`) and $\sum_i 1/r_i = K$ (`e2`, `e3`) gives $P = D - 2/K + 1/K = D - R$.

## Concavity of the resistivity

```lean
/-- At `z = a x + b y` the height of the resistivity above its chord is the weighted mean of the two
`penalty` terms (weights `a` and `b`): the squared deviations of the shares at `z` from the shares
at `x` and at `y`, each weighted by the mode resistivities at that point. -/
theorem chord_gap [Nonempty ι] (hk : ∀ i, 0 < k i) (hl : ∀ i, 0 ≤ l i) {x y a b z : ℝ}
    (hx : 0 ≤ x) (hy : 0 ≤ y) (ha : 0 ≤ a) (hb : 0 ≤ b) (hab : a + b = 1)
    (hz : z = a * x + b * y) :
    resistivity k l z - (a * resistivity k l x + b * resistivity k l y) =
      a * penalty k l (share k l z) x + b * penalty k l (share k l z) y := by
  have hz0 : 0 ≤ z := by rw [hz]; exact add_nonneg (mul_nonneg ha hx) (mul_nonneg hb hy)
  have hw : ∑ i, share k l z i = 1 := by
    unfold share
    rw [← sum_div]
    exact div_self (conductivity_pos hk hl hz0).ne'
  have h0 : penalty k l (share k l z) z = 0 := by simp [penalty]
  -- the dissipation is affine in the inverse length
  have haff : ∀ w, dissipation k l w z = a * dissipation k l w x + b * dissipation k l w y := by
    intro w
    unfold dissipation
    rw [mul_sum, mul_sum, ← sum_add_distrib]
    refine sum_congr rfl fun i _ => ?_
    have hb' : b = 1 - a := by linarith
    rw [hz, hb']
    ring
  linear_combination a * dissipation_excess hk hl hw hx + b * dissipation_excess hk hl hw hy
    - dissipation_excess hk hl hw hz0 - h0 + haff (share k l z)
```

Take $x, y \ge 0$, weights $a, b \ge 0$ with $a + b = 1$, and $z = ax + by$. The claim is
$$R(z) - aR(x) - bR(y) = a\,P(s(z),x) + b\,P(s(z),y).$$
The shares $s(z)$ sum to one (`hw`) and $P(s(z),z) = 0$ (`h0`), so $R(z) = D(s(z),z)$. Each $r_i$ is affine in the inverse length, so $D(w,z) = aD(w,x) + bD(w,y)$ (`haff`). Inserting $D = R + P$ at $x$ and at $y$ finishes the argument; `linear_combination` adds these equations with the coefficients shown.

```lean
/-- The resistivity `1 / K` is concave in the inverse length on `x ≥ 0`. -/
theorem resistivity_concave [Nonempty ι] (hk : ∀ i, 0 < k i) (hl : ∀ i, 0 ≤ l i) :
    ConcaveOn ℝ (Set.Ici 0) (resistivity k l) := by
  refine ⟨convex_Ici 0, fun x hx y hy a b ha hb hab => ?_⟩
  have hx0 : 0 ≤ x := hx
  have hy0 : 0 ≤ y := hy
  simp only [smul_eq_mul]
  have h := chord_gap hk hl hx0 hy0 ha hb hab rfl
  have h1 := mul_nonneg ha (penalty_nonneg hk hl (share k l (a * x + b * y)) hx0)
  have h2 := mul_nonneg hb (penalty_nonneg hk hl (share k l (a * x + b * y)) hy0)
  linarith
```

`Set.Ici 0` is $[0,\infty)$, and `ConcaveOn` requires $aR(x) + bR(y) \le R(ax+by)$ for all such points and weights. The right side of `chord_gap` is nonnegative by `h1` and `h2`, and `linarith` draws the inequality.

```lean
/-- If two mean free paths differ, the resistivity is strictly concave on `x ≥ 0`. -/
theorem resistivity_strictConcave (hk : ∀ i, 0 < k i) (hl : ∀ i, 0 ≤ l i) {i j : ι}
    (hij : l i ≠ l j) : StrictConcaveOn ℝ (Set.Ici 0) (resistivity k l) := by
  have : Nonempty ι := ⟨i⟩
  refine ⟨convex_Ici 0, fun x hx y hy hxy a b ha hb hab => ?_⟩
  have hx0 : 0 ≤ x := hx
  have hy0 : 0 ≤ y := hy
  simp only [smul_eq_mul]
  obtain ⟨z, hz⟩ : ∃ z, z = a * x + b * y := ⟨_, rfl⟩
  have hz0 : 0 ≤ z := by rw [hz]; exact add_nonneg (mul_nonneg ha.le hx0) (mul_nonneg hb.le hy0)
  have hp : ∀ m t, 0 ≤ t → 0 < 1 + l m * t := fun m t ht => by
    have := mul_nonneg (hl m) ht; linarith
  have hKx := (conductivity_pos hk hl hx0).ne'
  have hKz := (conductivity_pos hk hl hz0).ne'
  -- equal shares at `z` and `x` would force `z = x`
  have hex : ∃ m, share k l z m ≠ share k l x m := by
    by_contra hcon
    have key : ∀ m, (1 + l m * z) * conductivity k l z = (1 + l m * x) * conductivity k l x := by
      intro m
      have h : share k l z m = share k l x m := not_not.mp fun h => hcon ⟨m, h⟩
      unfold share at h
      rw [div_div, div_div, div_eq_div_iff (mul_ne_zero (hp m z hz0).ne' hKz)
        (mul_ne_zero (hp m x hx0).ne' hKx)] at h
      exact (mul_left_cancel₀ (hk m).ne' h).symm
    have h1 : (l i - l j) * (z * conductivity k l z - x * conductivity k l x) = 0 := by
      linear_combination key i - key j
    have h2 := (mul_eq_zero.mp h1).resolve_left (sub_ne_zero.mpr hij)
    have h3 : conductivity k l z = conductivity k l x := by linear_combination key i - l i * h2
    have h4 : (z - x) * conductivity k l x = 0 := by linear_combination h2 - z * h3
    have h5 : b * (y - x) = z - x := by linear_combination (-x) * hab - hz
    rw [← h5] at h4
    exact mul_ne_zero (mul_ne_zero hb.ne' (sub_ne_zero.mpr hxy.symm)) hKx h4
  obtain ⟨m, hm⟩ := hex
  have hpos : 0 < penalty k l (share k l z) x :=
    sum_pos' (fun n _ => mul_nonneg (div_pos (hp n x hx0) (hk n)).le (sq_nonneg _))
      ⟨m, mem_univ m, mul_pos (div_pos (hp m x hx0) (hk m))
        (lt_of_le_of_ne (sq_nonneg _) (pow_ne_zero 2 (sub_ne_zero.mpr hm)).symm)⟩
  have h := chord_gap hk hl hx0 hy0 ha.le hb.le hab hz
  have h1 := mul_pos ha hpos
  have h2 := mul_nonneg hb.le (penalty_nonneg hk hl (share k l z) hy0)
  rw [← hz]
  linarith
```

The new hypothesis `hij` says $l_i \ne l_j$ for given modes $i$, $j$. `StrictConcaveOn` requires the strict inequality when $x \ne y$ and $a, b > 0$. It suffices to show $P(s(z),x) > 0$, that is, $s_m(z) \ne s_m(x)$ for some mode $m$ (`hex`). Suppose all shares agreed. Cancelling $k_m$ gives `key`,
$$(1 + l_m z)K(z) = (1 + l_m x)K(x) \quad \text{for all } m .$$
Subtracting the cases $m = i$ and $m = j$ yields $(l_i - l_j)\,(zK(z) - xK(x)) = 0$, so $zK(z) = xK(x)$. The case $m = i$ then gives $K(z) = K(x)$, hence $(z - x)K(x) = 0$. But $z - x = b(y - x) \ne 0$ and $K(x) > 0$, a contradiction. One square in $P(s(z),x)$ is therefore positive (`hpos`), and with $a > 0$ so is the gap.

## Bounds on the extrapolated conductivity

```lean
/-- For `0 < x₁ < x₂` the secant of `1 / K` at `x = 0` is at least `1 / K(0)`, and the
extrapolated conductivity is at most the bulk value `∑ k i`. -/
theorem extrapolated_le_bulk [Nonempty ι] (hk : ∀ i, 0 < k i) (hl : ∀ i, 0 ≤ l i) {x₁ x₂ : ℝ}
    (h₁ : 0 < x₁) (h₁₂ : x₁ < x₂) :
    resistivity k l 0 ≤ secantIntercept (resistivity k l) x₁ x₂ ∧
      extrapolated k l x₁ x₂ ≤ ∑ i, k i := by
  have h₂ : 0 < x₂ := h₁.trans h₁₂
  have hd : 0 < x₂ - x₁ := sub_pos.mpr h₁₂
  have h₂' := h₂.ne'
  have hd' := hd.ne'
  -- `x₁` lies between `0` and `x₂`
  have h := (resistivity_concave hk hl).2 (Set.mem_Ici.mpr le_rfl) (Set.mem_Ici.mpr h₂.le)
    (sub_nonneg.mpr ((div_le_one h₂).mpr h₁₂.le)) (div_pos h₁ h₂).le (by ring)
  have e : (1 - x₁ / x₂) * 0 + x₁ / x₂ * x₂ = x₁ := by rw [mul_zero, zero_add]; field_simp
  simp only [smul_eq_mul] at h
  rw [e] at h
  have hid : secantIntercept (resistivity k l) x₁ x₂ - resistivity k l 0 = x₂ / (x₂ - x₁) *
      (resistivity k l x₁ - ((1 - x₁ / x₂) * resistivity k l 0 + x₁ / x₂ * resistivity k l x₂)) := by
    unfold secantIntercept
    field_simp
    ring
  have hs : resistivity k l 0 ≤ secantIntercept (resistivity k l) x₁ x₂ := by
    have := mul_nonneg (div_pos h₂ hd).le (sub_nonneg.mpr h)
    linarith
  refine ⟨hs, ?_⟩
  calc extrapolated k l x₁ x₂ ≤ 1 / resistivity k l 0 :=
        one_div_le_one_div_of_le (one_div_pos.mpr (conductivity_pos hk hl le_rfl)) hs
    _ = ∑ i, k i := by simp [resistivity, conductivity]
```

For $0 < x_1 < x_2$, so that $x_1$ belongs to the longer sample, the two claims joined by `∧` are $R(0) \le I$ and $K_{\mathrm{ext}} \le \sum_i k_i$. Write $x_1 = (1 - x_1/x_2)\cdot 0 + (x_1/x_2)\,x_2$. From $I = (x_2 R(x_1) - x_1 R(x_2))/(x_2 - x_1)$ follows the identity `hid`,
$$I - R(0) = \frac{x_2}{x_2 - x_1}\left[R(x_1) - \Bigl(1 - \frac{x_1}{x_2}\Bigr)R(0) - \frac{x_1}{x_2}R(x_2)\right].$$
Concavity makes the bracket nonnegative. Since $R(0) > 0$, taking reciprocals reverses the inequality: $1/I \le 1/R(0) = \sum_i k_i$.

```lean
/-- If two mean free paths differ, the secant at `x = 0` is strictly above `1 / K(0)` and the
extrapolated conductivity is strictly below the bulk value `∑ k i`. -/
theorem extrapolated_lt_bulk (hk : ∀ i, 0 < k i) (hl : ∀ i, 0 ≤ l i) {i j : ι}
    (hij : l i ≠ l j) {x₁ x₂ : ℝ} (h₁ : 0 < x₁) (h₁₂ : x₁ < x₂) :
    resistivity k l 0 < secantIntercept (resistivity k l) x₁ x₂ ∧
      extrapolated k l x₁ x₂ < ∑ i, k i := by
  have : Nonempty ι := ⟨i⟩
  have h₂ : 0 < x₂ := h₁.trans h₁₂
  have hd : 0 < x₂ - x₁ := sub_pos.mpr h₁₂
  have h₂' := h₂.ne'
  have hd' := hd.ne'
  have h := (resistivity_strictConcave hk hl hij).2 (Set.mem_Ici.mpr le_rfl)
    (Set.mem_Ici.mpr h₂.le) h₂.ne (sub_pos.mpr ((div_lt_one h₂).mpr h₁₂)) (div_pos h₁ h₂)
    (by ring)
  have e : (1 - x₁ / x₂) * 0 + x₁ / x₂ * x₂ = x₁ := by rw [mul_zero, zero_add]; field_simp
  simp only [smul_eq_mul] at h
  rw [e] at h
  have hid : secantIntercept (resistivity k l) x₁ x₂ - resistivity k l 0 = x₂ / (x₂ - x₁) *
      (resistivity k l x₁ - ((1 - x₁ / x₂) * resistivity k l 0 + x₁ / x₂ * resistivity k l x₂)) := by
    unfold secantIntercept
    field_simp
    ring
  have hs : resistivity k l 0 < secantIntercept (resistivity k l) x₁ x₂ := by
    have := mul_pos (div_pos h₂ hd) (sub_pos.mpr h)
    linarith
  refine ⟨hs, ?_⟩
  calc extrapolated k l x₁ x₂ < 1 / resistivity k l 0 :=
        one_div_lt_one_div_of_lt (one_div_pos.mpr (conductivity_pos hk hl le_rfl)) hs
    _ = ∑ i, k i := by simp [resistivity, conductivity]
```

When two mean free paths differ, strict concavity makes the bracket positive and both inequalities strict. The theorem gives the sign of the error and no estimate of its size.

```lean
/-- The extrapolated conductivity equals the bulk value exactly when all mean free paths agree. -/
theorem extrapolated_eq_bulk_iff [Nonempty ι] (hk : ∀ i, 0 < k i) (hl : ∀ i, 0 ≤ l i)
    {x₁ x₂ : ℝ} (h₁ : 0 < x₁) (h₁₂ : x₁ < x₂) :
    extrapolated k l x₁ x₂ = ∑ i, k i ↔ ∀ i j, l i = l j := by
  refine ⟨fun h i j => not_not.mp fun hij => (extrapolated_lt_bulk hk hl hij h₁ h₁₂).2.ne h,
    fun h => ?_⟩
  obtain ⟨m⟩ := ‹Nonempty ι›
  have hS : ∑ i, k i ≠ 0 := (sum_pos (fun i _ => hk i) ⟨m, mem_univ m⟩).ne'
  have hd := (sub_pos.mpr h₁₂).ne'
  -- a single mean free path makes the resistivity affine
  have hr : ∀ x, resistivity k l x = (1 + l m * x) / ∑ i, k i := by
    intro x
    have e : conductivity k l x = ∑ i, k i / (1 + l m * x) :=
      sum_congr rfl fun i _ => by rw [h i m]
    rw [resistivity, e, ← sum_div, one_div_div]
  have hs : secantIntercept (resistivity k l) x₁ x₂ = 1 / ∑ i, k i := by
    unfold secantIntercept
    rw [hr x₁, hr x₂]
    generalize ∑ i, k i = S at hS ⊢
    field_simp
    ring
  rw [extrapolated, hs, one_div_one_div]
```

The symbol `↔` is "if and only if": $K_{\mathrm{ext}} = \sum_i k_i$ exactly when all $l_i$ agree, which is automatic for a single mode. Left to right, a differing pair would contradict the strict bound. Right to left, a common value $l_m$ gives $R(x) = (1 + l_m x)/\sum_i k_i$ (`hr`), a straight line whose intercept is $1/\sum_i k_i$ (`hs`).

```lean
/-- The extrapolated conductivity is at least the conductivity of the longer sample. -/
theorem conductivity_le_extrapolated [Nonempty ι] (hk : ∀ i, 0 < k i) (hl : ∀ i, 0 ≤ l i)
    {x₁ x₂ : ℝ} (h₁ : 0 < x₁) (h₁₂ : x₁ < x₂) :
    conductivity k l x₁ ≤ extrapolated k l x₁ x₂ := by
  have hm : resistivity k l x₁ ≤ resistivity k l x₂ :=
    one_div_le_one_div_of_le (conductivity_pos hk hl (h₁.trans h₁₂).le)
      (sum_le_sum fun i _ => div_le_div_of_nonneg_left (hk i).le
        (by have := mul_nonneg (hl i) h₁.le; linarith)
        (by have := mul_le_mul_of_nonneg_left h₁₂.le (hl i); linarith))
  have hs : secantIntercept (resistivity k l) x₁ x₂ ≤ resistivity k l x₁ :=
    sub_le_self _ (div_nonneg (mul_nonneg h₁.le (sub_nonneg.mpr hm)) (sub_pos.mpr h₁₂).le)
  have hp : 0 < secantIntercept (resistivity k l) x₁ x₂ :=
    (one_div_pos.mpr (conductivity_pos hk hl le_rfl)).trans_le
      (extrapolated_le_bulk hk hl h₁ h₁₂).1
  calc conductivity k l x₁ = 1 / resistivity k l x₁ := (one_div_one_div _).symm
    _ ≤ extrapolated k l x₁ x₂ := one_div_le_one_div_of_le hp hs

end

end SizeExtrapolation
```

Finally $K(x_1) \le K_{\mathrm{ext}}$. No term of $K$ grows with $x$, so $R(x_1) \le R(x_2)$ (`hm`). The secant slope is then nonnegative and $I \le R(x_1)$ (`hs`). As $I \ge R(0) > 0$ (`hp`), reciprocals give the claim. For a simulation described by this finite, independent-mode model, the two-length estimate thus lies between the conductivity of the longer cell and the bulk value.

```lean
#print axioms SizeExtrapolation.extrapolated_lt_bulk
#print axioms SizeExtrapolation.extrapolated_eq_bulk_iff
#print axioms SizeExtrapolation.conductivity_le_extrapolated
```

```
'SizeExtrapolation.extrapolated_lt_bulk' depends on axioms: [propext, Classical.choice, Quot.sound]
'SizeExtrapolation.extrapolated_eq_bulk_iff' depends on axioms: [propext, Classical.choice, Quot.sound]
'SizeExtrapolation.conductivity_le_extrapolated' depends on axioms: [propext, Classical.choice, Quot.sound]
```

## Two modes with $l_A = 1$ and $l_B = 3$

Take modes $A$ and $B$ with $k_A = k_B = 1$, and $x_1 = 1$, $x_2 = 3$, in arbitrary units. Then $K(0) = 2$, $K(1) = \tfrac12 + \tfrac14 = \tfrac34$ and $K(3) = \tfrac14 + \tfrac1{10} = \tfrac7{20}$. The intercept is
$$I = \tfrac43 - \tfrac12\left(\tfrac{20}{7} - \tfrac43\right) = \tfrac47 > \tfrac12 = R(0),$$
so $K_{\mathrm{ext}} = 7/4$, between $3/4$ and $2$. The shares are $s(0) = (\tfrac12, \tfrac12)$, $s(1) = (\tfrac23, \tfrac13)$, $s(3) = (\tfrac57, \tfrac27)$. They give $P(s(1),0) = 2\,(\tfrac16)^2 = \tfrac1{18}$ and $P(s(1),3) = (4 + 10)(\tfrac1{21})^2 = \tfrac2{63}$. With $a = \tfrac23$ and $b = \tfrac13$ the gap is $\tfrac1{27} + \tfrac2{189} = \tfrac1{21}$, and $\tfrac32 \cdot \tfrac1{21} = \tfrac1{14} = \tfrac47 - \tfrac12$, in agreement with `hid`.

## A continuous spectrum of mean free paths

A bulk crystal has a continuum of modes, which suggests writing $K(x) = \int d\mu(l)/(1 + lx)$ with a positive measure $\mu$ on $l \ge 0$ in place of the finite sum. A finite, nonzero total $\int d\mu$ would have to be assumed for $K(0)$ and $R(0) = 1/K(0)$ both to be finite, integrability would enter wherever sums were rearranged, and "two $l_i$ differ" would become "$\mu$ is not concentrated at one $l$". This variant and the numbers above are not among the theorems.
